# The lowest connected-moment estimate can fall arbitrarily far below a two-level ground energy

Take \(H=\mathrm{diag}(0,1)\) and a normalised state with weight \(p=1/4\) on the upper level. Its mean energy is \(I_1=1/4\), its variance \(I_2=3/16\) and its third cumulant \(I_3=3/32\). The connected-moment estimate of the ground energy is then

\[
I_1-\frac{I_2^2}{I_3}=\frac14-\frac38=-\frac18,
\]

which is below the true value 0. As \(p\) rises to \(1/2\), the energy distribution becomes symmetric: \(I_3\) vanishes, \(I_2\) does not, and the correction diverges. In this two-level model, then, a low value of the lowest-order estimate is no evidence of a better energy, as it would be for a variational method.

## Moments, cumulants and states

For a state \(\psi\), `moment H ψ k` is \(M_k=\mathrm{Re}\,\langle\psi|H^k|\psi\rangle\). The definition accepts any finite complex matrix.

```lean
import Mathlib

open Matrix Filter Topology

namespace ConnectedMomentEstimate

noncomputable section

/-- The `k`-th energy moment `⟨ψ|H^k|ψ⟩` (real part) of a state `ψ`. -/
def moment {n : Type*} [Fintype n] [DecidableEq n]
    (H : Matrix n n ℂ) (ψ : n → ℂ) (k : ℕ) : ℝ :=
  (star ψ ⬝ᵥ ((H ^ k) *ᵥ ψ)).re
```

The cumulants are \(I_1=M_1\), \(I_2=M_2-M_1^2\) and \(I_3=M_3-3M_2M_1+2M_1^3\), and `cmx` is \(I_1-I_2^2/I_3\). For a Hermitian matrix and a normalised state, \(I_1\), \(I_2\) and \(I_3\) are the mean, the variance and the third central moment of the energy.

```lean
/-- The first connected moment, `M₁`. For a Hermitian `H` and a normalised `ψ` it is the mean
energy. -/
def cumulant₁ {n : Type*} [Fintype n] [DecidableEq n]
    (H : Matrix n n ℂ) (ψ : n → ℂ) : ℝ := moment H ψ 1

/-- The second connected moment, `M₂ - M₁²`. For a Hermitian `H` and a normalised `ψ` it is the
energy variance. -/
def cumulant₂ {n : Type*} [Fintype n] [DecidableEq n]
    (H : Matrix n n ℂ) (ψ : n → ℂ) : ℝ := moment H ψ 2 - moment H ψ 1 ^ 2

/-- The third connected moment of the energy. -/
def cumulant₃ {n : Type*} [Fintype n] [DecidableEq n]
    (H : Matrix n n ℂ) (ψ : n → ℂ) : ℝ :=
  moment H ψ 3 - 3 * moment H ψ 2 * moment H ψ 1 + 2 * moment H ψ 1 ^ 3

/-- The lowest connected-moment estimate of the ground energy, `I₁ - I₂² / I₃`. -/
def cmx {n : Type*} [Fintype n] [DecidableEq n]
    (H : Matrix n n ℂ) (ψ : n → ℂ) : ℝ :=
  cumulant₁ H ψ - cumulant₂ H ψ ^ 2 / cumulant₃ H ψ
```

The theorems concern \(H=\mathrm{diag}(E_0,E_1)\), written in its eigenbasis. Write \(\Delta=E_1-E_0\) and \(p=|\psi_1|^2\), which is `excitedWeight ψ`; the components are numbered 0 and 1. The trial states supply a concrete state for each weight.

```lean
/-- The two-level Hamiltonian with energies `E₀` and `E₁`. -/
def twoLevel (E₀ E₁ : ℝ) : Matrix (Fin 2) (Fin 2) ℂ :=
  Matrix.diagonal ![(E₀ : ℂ), (E₁ : ℂ)]

/-- The weight of the second level in the state `ψ`. -/
def excitedWeight (ψ : Fin 2 → ℂ) : ℝ := Complex.normSq (ψ 1)

/-- The trial state with real amplitudes `√(1-p)` and `√p`. -/
def trialState (p : ℝ) : Fin 2 → ℂ :=
  ![((√(1 - p) : ℝ) : ℂ), ((√p : ℝ) : ℂ)]
```

The cumulants could also have been defined directly as polynomials in \(p\). Parts (a), (b) and (g) would then be unnecessary, but the result would concern a rational function, with no link to a Hamiltonian or a state.

## (a) Moments as weighted powers

**Find \(M_k\) for an arbitrary two-component state.**

Since \(H^k=\mathrm{diag}(E_0^k,E_1^k)\),

\[
M_k=|\psi_0|^2E_0^k+|\psi_1|^2E_1^k .
\]

Normalisation is not needed. The proof rewrites the matrix power with `Matrix.diagonal_pow` and expands the two-term sum.

```lean
/-- Each moment of a two-level system is the sum of the powers of the level energies,
weighted by the populations. -/
theorem moment_twoLevel (E₀ E₁ : ℝ) (ψ : Fin 2 → ℂ) (k : ℕ) :
    moment (twoLevel E₀ E₁) ψ k
      = Complex.normSq (ψ 0) * E₀ ^ k + excitedWeight ψ * E₁ ^ k := by
  have h : twoLevel E₀ E₁ ^ k
      = Matrix.diagonal ![((E₀ ^ k : ℝ) : ℂ), ((E₁ ^ k : ℝ) : ℂ)] := by
    rw [twoLevel, Matrix.diagonal_pow]
    congr 1
    funext i
    fin_cases i <;> simp
  rw [moment, h, excitedWeight]
  generalize E₀ ^ k = a
  generalize E₁ ^ k = b
  simp [dotProduct, Fin.sum_univ_two, Matrix.mulVec_diagonal, Complex.normSq_apply]
  ring
```

## (b) Three cumulants from one weight

**Express \(I_1,I_2,I_3\) through \(E_0\), \(\Delta\) and \(p\) for a normalised state.**

Now \(|\psi_0|^2=1-p\), so \(I_1=E_0+p\Delta\). The levels deviate from this mean by \(-p\Delta\) and \((1-p)\Delta\). The second and third cumulants are central moments:

\[
\begin{aligned}
I_2&=\Delta^2[(1-p)p^2+p(1-p)^2]=\Delta^2p(1-p),\\
I_3&=\Delta^3[-(1-p)p^3+p(1-p)^3]=\Delta^3p(1-p)(1-2p).
\end{aligned}
\]

Lean obtains the ground weight from the zeroth moment, and `ring` checks the polynomials directly.

```lean
/-- The first three connected moments of a normalised two-level state, in terms of the energy `E₀`,
the difference `E₁ - E₀` and the weight of the second level. -/
theorem cumulants_twoLevel (E₀ E₁ : ℝ) (ψ : Fin 2 → ℂ) (hψ : star ψ ⬝ᵥ ψ = 1) :
    cumulant₁ (twoLevel E₀ E₁) ψ = E₀ + excitedWeight ψ * (E₁ - E₀) ∧
    cumulant₂ (twoLevel E₀ E₁) ψ
      = (E₁ - E₀) ^ 2 * excitedWeight ψ * (1 - excitedWeight ψ) ∧
    cumulant₃ (twoLevel E₀ E₁) ψ
      = (E₁ - E₀) ^ 3 * excitedWeight ψ * (1 - excitedWeight ψ)
          * (1 - 2 * excitedWeight ψ) := by
  -- the zeroth moment is the squared norm; setting it to 1 gives the ground weight
  have h0 := moment_twoLevel 0 0 ψ 0
  simp only [moment, pow_zero, Matrix.one_mulVec, hψ, Complex.one_re, mul_one] at h0
  have hg : Complex.normSq (ψ 0) = 1 - excitedWeight ψ := by linarith
  simp only [cumulant₁, cumulant₂, cumulant₃, moment_twoLevel, hg]
  refine ⟨by ring, by ring, by ring⟩
```

## (c) The mean energy stays above the ground level

**Show that \(I_1\ge E_0\) when \(E_0\le E_1\).**

Both \(p\) and \(\Delta\) are nonnegative, so \(I_1=E_0+p\Delta\ge E_0\).

```lean
/-- For a two-level Hamiltonian with `E₀ ≤ E₁`, the mean energy of a normalised state is never below
the ground energy `E₀`. -/
theorem mean_energy_variational {E₀ E₁ : ℝ} (hE : E₀ ≤ E₁) (ψ : Fin 2 → ℂ)
    (hψ : star ψ ⬝ᵥ ψ = 1) : E₀ ≤ cumulant₁ (twoLevel E₀ E₁) ψ := by
  rw [(cumulants_twoLevel E₀ E₁ ψ hψ).1]
  have hp : 0 ≤ excitedWeight ψ := Complex.normSq_nonneg _
  have := mul_nonneg hp (sub_nonneg.2 hE)
  linarith
```

## (d) Closed form of the estimate

**Evaluate the estimate for a normalised state, with \(E_0<E_1\), \(0<p<1\) and \(p\ne1/2\).**

Every factor of \(I_3\) is nonzero, so the quotient is genuine. Cancelling common factors gives

\[
\begin{aligned}
I_1-\frac{I_2^2}{I_3}
&=E_0+p\Delta-\frac{\Delta p(1-p)}{1-2p}\\
&=E_0+\Delta\,\frac{p(1-2p)-p(1-p)}{1-2p}
=E_0-\frac{\Delta p^2}{1-2p}.
\end{aligned}
\]

In the proof, `key` is the cancellation and `linear_combination` combines the remaining terms.

```lean
/-- For a normalised superposition of two levels `E₀ < E₁` with unequal weights the third connected
moment is nonzero, and the connected-moment estimate has a closed form. -/
theorem cmx_twoLevel {E₀ E₁ : ℝ} (hE : E₀ < E₁) (ψ : Fin 2 → ℂ)
    (hψ : star ψ ⬝ᵥ ψ = 1) (h0 : 0 < excitedWeight ψ) (h1 : excitedWeight ψ < 1)
    (h2 : excitedWeight ψ ≠ 1 / 2) :
    cumulant₃ (twoLevel E₀ E₁) ψ ≠ 0 ∧
    cmx (twoLevel E₀ E₁) ψ
      = E₀ - (E₁ - E₀) * excitedWeight ψ ^ 2 / (1 - 2 * excitedWeight ψ) := by
  obtain ⟨c1, c2, c3⟩ := cumulants_twoLevel E₀ E₁ ψ hψ
  rw [cmx, c1, c2, c3]
  generalize excitedWeight ψ = p at h0 h1 h2 ⊢
  have hd : E₁ - E₀ ≠ 0 := (sub_pos.2 hE).ne'
  have hq : 1 - p ≠ 0 := (sub_pos.2 h1).ne'
  have hr : 1 - 2 * p ≠ 0 := fun h => h2 (by linarith)
  have h3 : (E₁ - E₀) ^ 3 * p * (1 - p) * (1 - 2 * p) ≠ 0 :=
    mul_ne_zero (mul_ne_zero (mul_ne_zero (pow_ne_zero 3 hd) h0.ne') hq) hr
  refine ⟨h3, ?_⟩
  -- cancel the common factors of the squared variance and the third cumulant
  have key : ((E₁ - E₀) ^ 2 * p * (1 - p)) ^ 2
      / ((E₁ - E₀) ^ 3 * p * (1 - p) * (1 - 2 * p))
      = (E₁ - E₀) * p * (1 - p) / (1 - 2 * p) := by
    rw [div_eq_div_iff h3 hr]
    ring
  rw [key]
  have hi : (1 - 2 * p) * (1 - 2 * p)⁻¹ = 1 := mul_inv_cancel₀ hr
  linear_combination (-(p * (E₁ - E₀))) * hi
```

## (e) Below the ground level

**Show that, for a normalised state and \(E_0<E_1\), the estimate is less than \(E_0\) when \(0<p<1/2\).**

Here \(\Delta p^2/(1-2p)\) is positive, and it is subtracted from \(E_0\). For \(E_0=0\), \(E_1=1\) the estimate is \(-p^2/(1-2p)\).

```lean
/-- For two levels `E₀ < E₁` and every normalised state with excited weight strictly between 0 and
1/2, the third connected moment is nonzero, and the connected-moment estimate has the stated closed
form and lies strictly below the ground energy. -/
theorem cmx_below_ground {E₀ E₁ : ℝ} (hE : E₀ < E₁) (ψ : Fin 2 → ℂ)
    (hψ : star ψ ⬝ᵥ ψ = 1) (h0 : 0 < excitedWeight ψ) (h1 : excitedWeight ψ < 1 / 2) :
    cumulant₃ (twoLevel E₀ E₁) ψ ≠ 0 ∧
    cmx (twoLevel E₀ E₁) ψ
      = E₀ - (E₁ - E₀) * excitedWeight ψ ^ 2 / (1 - 2 * excitedWeight ψ) ∧
    cmx (twoLevel E₀ E₁) ψ < E₀ := by
  obtain ⟨h3, h⟩ := cmx_twoLevel hE ψ hψ h0 (by linarith) h1.ne
  refine ⟨h3, h, ?_⟩
  rw [h]
  have : 0 < (E₁ - E₀) * excitedWeight ψ ^ 2 / (1 - 2 * excitedWeight ψ) :=
    div_pos (mul_pos (sub_pos.2 hE) (pow_pos h0 2)) (by linarith)
  linarith
```

## (f) Above the upper level

**Show that, for a normalised state and \(E_0<E_1\), the estimate exceeds \(E_1\) when \(1/2<p<1\).**

Subtract \(E_1\) from the closed form:

\[
-\Delta\,\frac{p^2+(1-2p)}{1-2p}=\frac{\Delta(1-p)^2}{2p-1}>0 .
\]

```lean
/-- For a normalised state with excited weight strictly between 1/2 and 1 the estimate
lies strictly above the upper level. -/
theorem cmx_above_excited {E₀ E₁ : ℝ} (hE : E₀ < E₁) (ψ : Fin 2 → ℂ)
    (hψ : star ψ ⬝ᵥ ψ = 1) (h0 : 1 / 2 < excitedWeight ψ) (h1 : excitedWeight ψ < 1) :
    E₁ < cmx (twoLevel E₀ E₁) ψ := by
  rw [(cmx_twoLevel hE ψ hψ (by linarith) h1 h0.ne').2]
  generalize excitedWeight ψ = p at h0 h1 ⊢
  have hr : 1 - 2 * p ≠ 0 := fun h => by linarith
  -- the distance to the upper level is a manifestly positive quotient
  have key : E₀ - (E₁ - E₀) * p ^ 2 / (1 - 2 * p) - E₁
      = -((E₁ - E₀) * (1 - p) ^ 2) / (1 - 2 * p) := by
    have hi : (1 - 2 * p) * (1 - 2 * p)⁻¹ = 1 := mul_inv_cancel₀ hr
    linear_combination (E₁ - E₀) * hi
  have hpos : 0 < -((E₁ - E₀) * (1 - p) ^ 2) / (1 - 2 * p) :=
    div_pos_of_neg_of_neg
      (neg_neg_of_pos (mul_pos (sub_pos.2 hE) (pow_pos (sub_pos.2 h1) 2))) (by linarith)
  linarith
```

## (g) A state for every weight

**Check that \((\sqrt{1-p},\sqrt p)\) is normalised with excited weight \(p\), for \(0\le p\le1\).**

The squared amplitudes are \(1-p\) and \(p\), and they sum to 1.

```lean
/-- For `0 ≤ p ≤ 1` the trial state is normalised and has excited weight `p`. -/
theorem trialState_witness {p : ℝ} (h0 : 0 ≤ p) (h1 : p ≤ 1) :
    star (trialState p) ⬝ᵥ trialState p = 1 ∧ excitedWeight (trialState p) = p := by
  have a : ((√(1 - p) : ℝ) : ℂ) * ((√(1 - p) : ℝ) : ℂ) = ((1 - p : ℝ) : ℂ) := by
    rw [← Complex.ofReal_mul, Real.mul_self_sqrt (by linarith)]
  have b : ((√p : ℝ) : ℂ) * ((√p : ℝ) : ℂ) = (p : ℂ) := by
    rw [← Complex.ofReal_mul, Real.mul_self_sqrt h0]
  constructor
  · simp [dotProduct, Fin.sum_univ_two, trialState, a, b]
  · simp [excitedWeight, trialState, Complex.normSq_ofReal, Real.mul_self_sqrt h0]
```

## (h) Divergence at equal weights

**Find the limit of the estimate along the trial states as \(p\) tends to \(1/2\) from below.**

The numerator \(\Delta p^2\) tends to \(\Delta/4>0\), while \(1-2p\) tends to 0 through positive values. Their quotient tends to \(+\infty\), so the estimate tends to \(-\infty\).

The proof turns on `Tendsto.congr'`, which transfers a limit between functions that agree only eventually along a filter. The filter `𝓝[<] (1 / 2)` describes approach from below, so agreement on the interval \((0,1/2)\) is enough. There (g) supplies the state and (e) the closed form; `pos_mul_atTop` handles the diverging product.

```lean
/-- For `E₀ < E₁`, the estimate along the trial states diverges to minus infinity as the excited
weight approaches 1/2 from below. -/
theorem cmx_tendsto_atBot {E₀ E₁ : ℝ} (hE : E₀ < E₁) :
    Tendsto (fun p => cmx (twoLevel E₀ E₁) (trialState p)) (𝓝[<] (1 / 2 : ℝ)) atBot := by
  have hden : Tendsto (fun p : ℝ => 1 - 2 * p) (𝓝[<] (1 / 2 : ℝ)) (𝓝[>] 0) := by
    refine tendsto_nhdsWithin_iff.2 ⟨?_, ?_⟩
    · have hc : Continuous (fun p : ℝ => 1 - 2 * p) := by fun_prop
      have := (hc.tendsto (1 / 2)).mono_left (nhdsWithin_le_nhds (s := Set.Iio (1 / 2)))
      norm_num at this ⊢
      exact this
    · filter_upwards [self_mem_nhdsWithin] with p hp
      have hp' : p < 1 / 2 := hp
      show 0 < 1 - 2 * p
      linarith
  have hnum : Tendsto (fun p : ℝ => (E₁ - E₀) * p ^ 2) (𝓝[<] (1 / 2 : ℝ))
      (𝓝 ((E₁ - E₀) * (1 / 2) ^ 2)) := by
    have hc : Continuous (fun p : ℝ => (E₁ - E₀) * p ^ 2) := by fun_prop
    exact (hc.tendsto (1 / 2)).mono_left nhdsWithin_le_nhds
  have hpos : 0 < (E₁ - E₀) * (1 / 2 : ℝ) ^ 2 := mul_pos (sub_pos.2 hE) (by norm_num)
  have hq := hnum.pos_mul_atTop hpos (tendsto_inv_nhdsGT_zero.comp hden)
  have hlim := tendsto_atBot_add_const_left _ E₀ (tendsto_neg_atTop_atBot.comp hq)
  -- close to 1/2 the estimate is given by its closed form
  refine hlim.congr' ?_
  filter_upwards [Ioo_mem_nhdsLT (show (0 : ℝ) < 1 / 2 by norm_num)] with p hp
  obtain ⟨hn, hw⟩ := trialState_witness hp.1.le (by linarith [hp.2])
  have h := (cmx_below_ground hE (trialState p) hn
    (by rw [hw]; exact hp.1) (by rw [hw]; exact hp.2)).2.1
  rw [h, hw]
  simp only [Function.comp_apply, div_eq_mul_inv, sub_eq_add_neg]

end

end ConnectedMomentEstimate
```

```lean
#print axioms ConnectedMomentEstimate.mean_energy_variational
#print axioms ConnectedMomentEstimate.cmx_below_ground
#print axioms ConnectedMomentEstimate.cmx_above_excited
#print axioms ConnectedMomentEstimate.cmx_tendsto_atBot
```

```
'ConnectedMomentEstimate.mean_energy_variational' depends on axioms: [propext, Classical.choice, Quot.sound]
'ConnectedMomentEstimate.cmx_below_ground' depends on axioms: [propext, Classical.choice, Quot.sound]
'ConnectedMomentEstimate.cmx_above_excited' depends on axioms: [propext, Classical.choice, Quot.sound]
'ConnectedMomentEstimate.cmx_tendsto_atBot' depends on axioms: [propext, Classical.choice, Quot.sound]
```
